# Energy levels of a uniform open Hückel chain: $E=\alpha+2\beta\cos\frac{k\pi}{N+1}$ with $k=1,\dots,N$

## Which energies does a chain with two free ends allow?

An electron hops along a row of $N$ identical sites, from each site only to its nearest neighbours, and the row simply stops at both ends. This is the Hückel picture of the π electrons in a linear polyene with equal bonds. I know the usual argument: the secular determinant obeys a three-term recurrence, the substitution $x=2\cos\theta$ turns it into a ratio of sines, and the levels follow from the zeros.

That ratio is undefined when $\sin\theta=0$, and a real $\theta$ only reaches $|x|\le 2$. Can the argument be made rigorous for every $N$, with no level missed and none added, and checked by machine from the determinant to the energies?

## From the end site to the standing waves

Yes. Let $A_N$ be the $N\times N$ matrix with entry 1 between nearest neighbours and 0 elsewhere, and let
$$P_N(x)=\det(xI-A_N).$$
The sine formula is best kept as a product, which holds for every real $\theta$, and a separate estimate deals with $|x|\ge 2$.

**Recurrence.** The empty determinant gives $P_0=1$, and a single site gives $P_1=x$. For $N+2$ sites, numbered from 0, the first row of $xI-A_{N+2}$ is $(x,-1,0,\dots,0)$. Expanding along it gives
$$P_{N+2}=x\,P_{N+1}-(-1)\,M=x\,P_{N+1}+M,$$
where $M$ is the minor without row 0 and column 1. The first column of that minor is $(-1,0,\dots,0)^T$, because site 0 couples only to site 1. Expanding along this column leaves the chain of $N$ sites, so $M=-P_N$ and
$$P_{N+2}(x)=x\,P_{N+1}(x)-P_N(x).$$

**Sine identity.** The claim is
$$P_N(2\cos\theta)\sin\theta=\sin((N+1)\theta).$$
For $N=0$ both sides are $\sin\theta$; for $N=1$ it reads $2\cos\theta\sin\theta=\sin2\theta$. If it holds for $N$ and $N+1$, put $\varphi=(N+2)\theta$. Then
$$\begin{aligned}
P_{N+2}(2\cos\theta)\sin\theta&=2\cos\theta\sin\varphi-\sin(\varphi-\theta)\\
&=\sin\varphi\cos\theta+\cos\varphi\sin\theta\\
&=\sin((N+3)\theta).
\end{aligned}$$

**No zeros with $|x|\ge2$.** Here $|P_N|$ grows strictly with $N$. At the start, $|P_0|=1<2\le|x|=|P_1|$. If $|P_N|<|P_{N+1}|$, then
$$|P_{N+2}|\ge|x||P_{N+1}|-|P_N|\ge2|P_{N+1}|-|P_N|>|P_{N+1}|.$$
Since $P_0=1$, no $P_N$ vanishes at such an $x$.

**Zeros with $|x|<2$.** Write $x=2\cos\theta$ with $0<\theta<\pi$, so that $\sin\theta>0$. By the sine identity, $P_N(x)=0$ exactly when $\sin((N+1)\theta)=0$, that is, when $(N+1)\theta=k\pi$ for an integer $k$. This is the condition for a standing wave: the amplitudes $\sin((j+1)\theta)$ on the sites $j=0,\dots,N-1$ continue to zero at $j=-1$ and $j=N$, just beyond the two ends. The bounds on $\theta$ force $0<k<N+1$. The zeros are therefore
$$x=2\cos\frac{k\pi}{N+1},\qquad k=1,\dots,N.$$

**Energies.** Let $H=\alpha I+\beta A_N$, with on-site energy $\alpha$ and hopping $\beta$. For $\beta\ne0$,
$$\det(EI-H)=\beta^N P_N\!\left(\frac{E-\alpha}{\beta}\right),$$
so the zeros in $x$ become $E=\alpha+2\beta\cos(k\pi/(N+1))$. For $\beta=0$ the determinant is $(E-\alpha)^N$. If $N\ge1$, its only root is $E=\alpha$, which is also what the formula gives for every $k$.

The complete Lean file follows the same route.

```lean
import Mathlib

open Matrix

namespace OpenChainSpectrum

noncomputable section

/-- Hopping matrix of the open chain of `N` sites: entry one between nearest neighbours,
zero otherwise. -/
def chain (N : ℕ) : Matrix (Fin N) (Fin N) ℝ :=
  Matrix.of fun i j => if (i : ℕ) + 1 = j ∨ (j : ℕ) + 1 = i then 1 else 0

/-- The secular matrix `x I - A_N` of the open chain. -/
def secular (N : ℕ) (x : ℝ) : Matrix (Fin N) (Fin N) ℝ :=
  x • (1 : Matrix (Fin N) (Fin N) ℝ) - chain N

/-- The secular determinant `P_N(x) = det (x I - A_N)`. -/
def chainPoly (N : ℕ) (x : ℝ) : ℝ := (secular N x).det

/-- Hückel Hamiltonian of the open chain with on-site energy `α` and hopping `β`. -/
def huckel (N : ℕ) (α β : ℝ) : Matrix (Fin N) (Fin N) ℝ :=
  α • (1 : Matrix (Fin N) (Fin N) ℝ) + β • chain N

/-- The entries of the secular matrix: `x` on the diagonal, minus one between neighbours. -/
lemma secular_apply (N : ℕ) (x : ℝ) (i j : Fin N) :
    secular N x i j = (if (i : ℕ) = j then x else 0)
      - (if (i : ℕ) + 1 = j ∨ (j : ℕ) + 1 = i then 1 else 0) := by
  simp [secular, chain, Matrix.one_apply, Fin.ext_iff]

/-- The secular determinant of the empty chain is one. -/
theorem chainPoly_zero (x : ℝ) : chainPoly 0 x = 1 := by
  simp [chainPoly]

/-- The secular determinant of a single site is `x`. -/
theorem chainPoly_one (x : ℝ) : chainPoly 1 x = x := by
  rw [chainPoly, Matrix.det_fin_one, secular_apply]
  simp

/-- Adding a site to the chain: `P_(N+2) = x P_(N+1) - P_N`. -/
theorem chainPoly_add_two (N : ℕ) (x : ℝ) :
    chainPoly (N + 2) x = x * chainPoly (N + 1) x - chainPoly N x := by
  have c0 : (Fin.succ (0 : Fin (N + 1))).succAbove (0 : Fin (N + 1)) = 0 :=
    Fin.succ_succAbove_zero _
  have cs : ∀ j : Fin N, (Fin.succ (0 : Fin (N + 1))).succAbove j.succ = j.succ.succ := by
    intro j
    rw [Fin.succ_succAbove_succ, Fin.succAbove_zero]
  -- the end site couples only to itself and to its neighbour
  have d : secular (N + 2) x 0 0 = x := by rw [secular_apply]; simp
  have e : secular (N + 2) x 0 (Fin.succ 0) = -1 := by rw [secular_apply]; simp
  have e' : secular (N + 2) x (Fin.succ 0) 0 = -1 := by rw [secular_apply]; simp
  have z : ∀ j : Fin N, secular (N + 2) x 0 j.succ.succ = 0 := by
    intro j; rw [secular_apply]; simp
  have z' : ∀ j : Fin N, secular (N + 2) x j.succ.succ 0 = 0 := by
    intro j; rw [secular_apply]; simp
  -- removing the end site leaves a chain with one site fewer
  have h0 : (secular (N + 2) x).submatrix Fin.succ (Fin.succAbove 0) = secular (N + 1) x := by
    ext i j
    simp only [Matrix.submatrix_apply, Fin.succAbove_zero, secular_apply, Fin.val_succ]
    simp
  -- the other minor reduces to the chain with two sites fewer
  have h2 : ((secular (N + 2) x).submatrix Fin.succ
      (Fin.succAbove (Fin.succ 0))).submatrix (Fin.succAbove 0) Fin.succ = secular N x := by
    ext i j
    simp only [Matrix.submatrix_apply, cs, Fin.succAbove_zero, secular_apply, Fin.val_succ]
    simp
  have h1 : ((secular (N + 2) x).submatrix Fin.succ
      (Fin.succAbove (Fin.succ 0))).det = -chainPoly N x := by
    rw [Matrix.det_succ_column_zero, Fin.sum_univ_succ, h2]
    simp only [Matrix.submatrix_apply, c0, e', z', mul_zero, zero_mul, Finset.sum_const_zero]
    simp [chainPoly]
  rw [chainPoly, Matrix.det_succ_row_zero, Fin.sum_univ_succ, Fin.sum_univ_succ, h0, h1]
  simp only [d, e, z, mul_zero, zero_mul, Finset.sum_const_zero]
  norm_num [chainPoly]
  ring

/-- With `x = 2 cos θ` the secular determinant of the open chain satisfies
`P_N(2 cos θ) sin θ = sin ((N+1) θ)` for every real `θ`. -/
theorem chainPoly_two_cos (N : ℕ) (θ : ℝ) :
    chainPoly N (2 * Real.cos θ) * Real.sin θ = Real.sin (((N : ℝ) + 1) * θ) := by
  induction N using Nat.twoStepInduction with
  | zero => simp [chainPoly_zero]
  | one =>
    have h : (((1 : ℕ) : ℝ) + 1) * θ = 2 * θ := by push_cast; ring
    rw [chainPoly_one, h, Real.sin_two_mul]
    ring
  | more n ih1 ih2 =>
    have h2 : chainPoly (n + 1) (2 * Real.cos θ) * Real.sin θ
        = Real.sin (((n : ℝ) + 2) * θ) := by
      rw [ih2]; congr 1; push_cast; ring
    have ea : (((n + 2 : ℕ) : ℝ) + 1) * θ = ((n : ℝ) + 2) * θ + θ := by push_cast; ring
    have eb : ((n : ℝ) + 1) * θ = ((n : ℝ) + 2) * θ - θ := by ring
    rw [eb, Real.sin_sub] at ih1
    rw [chainPoly_add_two, ea, Real.sin_add]
    linear_combination 2 * Real.cos θ * h2 - ih1

/-- For `|x| ≥ 2` the magnitude of the secular determinant grows strictly with each
added site. -/
theorem abs_chainPoly_lt_succ (N : ℕ) {x : ℝ} (hx : 2 ≤ |x|) :
    |chainPoly N x| < |chainPoly (N + 1) x| := by
  induction N with
  | zero =>
    rw [chainPoly_zero, chainPoly_one, abs_one]
    linarith
  | succ n ih =>
    have h1 := abs_sub_abs_le_abs_sub (x * chainPoly (n + 1) x) (chainPoly n x)
    have h2 := mul_le_mul_of_nonneg_right hx (abs_nonneg (chainPoly (n + 1) x))
    rw [abs_mul] at h1
    rw [chainPoly_add_two]
    linarith

/-- The zeros of the secular determinant of the open chain are exactly the numbers
`2 cos (k π / (N+1))` with `k = 1, ..., N`. -/
theorem chainPoly_eq_zero_iff (N : ℕ) (x : ℝ) :
    chainPoly N x = 0 ↔
      ∃ k : ℕ, 1 ≤ k ∧ k ≤ N ∧ x = 2 * Real.cos (k * Real.pi / (N + 1)) := by
  have hN : (0 : ℝ) < (N : ℝ) + 1 := by positivity
  have hpi := Real.pi_pos
  constructor
  · intro h
    -- a zero must lie strictly inside the band
    have hx : |x| < 2 := by
      by_contra hc
      have hc' : 2 ≤ |x| := not_lt.1 hc
      cases N with
      | zero => rw [chainPoly_zero] at h; exact one_ne_zero h
      | succ n =>
        have hlt := abs_chainPoly_lt_succ n hc'
        rw [h, abs_zero] at hlt
        exact absurd hlt (not_lt_of_ge (abs_nonneg _))
    obtain ⟨hl, hr⟩ := abs_lt.1 hx
    obtain ⟨θ, h0, h1, rfl⟩ : ∃ θ : ℝ, 0 < θ ∧ θ < Real.pi ∧ x = 2 * Real.cos θ := by
      have hc : Real.cos (Real.arccos (x / 2)) = x / 2 :=
        Real.cos_arccos (by linarith) (by linarith)
      refine ⟨Real.arccos (x / 2), lt_of_le_of_ne (Real.arccos_nonneg _) ?_,
        lt_of_le_of_ne (Real.arccos_le_pi _) ?_, by rw [hc]; ring⟩
      · intro h'
        rw [← h', Real.cos_zero] at hc
        linarith
      · intro h'
        rw [h', Real.cos_pi] at hc
        linarith
    -- the standing-wave condition quantises the angle
    have hs := chainPoly_two_cos N θ
    rw [h, zero_mul] at hs
    obtain ⟨n, hn⟩ := Real.sin_eq_zero_iff.1 hs.symm
    have hn0 : (0 : ℝ) < n := by
      refine lt_of_mul_lt_mul_right ?_ hpi.le
      rw [hn, zero_mul]
      exact mul_pos hN h0
    have hn1 : (n : ℝ) < (N : ℝ) + 1 := by
      refine lt_of_mul_lt_mul_right ?_ hpi.le
      rw [hn]
      exact mul_lt_mul_of_pos_left h1 hN
    have hn0' : 0 < n := by exact_mod_cast hn0
    have hn1' : n < (N : ℤ) + 1 := by exact_mod_cast hn1
    lift n to ℕ using hn0'.le
    refine ⟨n, by omega, by omega, ?_⟩
    have hθ : θ = (n : ℝ) * Real.pi / (N + 1) := by
      rw [eq_div_iff hN.ne']
      push_cast at hn
      linarith
    rw [← hθ]
  · rintro ⟨k, hk1, hk2, rfl⟩
    have hk : (0 : ℝ) < k := by exact_mod_cast hk1
    have hkN : (k : ℝ) < (N : ℝ) + 1 := by exact_mod_cast Nat.lt_succ_of_le hk2
    have hsin : 0 < Real.sin (k * Real.pi / (N + 1)) := by
      apply Real.sin_pos_of_pos_of_lt_pi
      · positivity
      · rw [div_lt_iff₀ hN]
        nlinarith
    have hs := chainPoly_two_cos N (k * Real.pi / (N + 1))
    rw [mul_div_cancel₀ _ hN.ne', Real.sin_nat_mul_pi] at hs
    exact (mul_eq_zero.1 hs).resolve_right hsin.ne'

/-- The secular equation of the open Hückel chain holds exactly at the energies
`E = α + 2 β cos (k π / (N+1))` with `k = 1, ..., N`. -/
theorem huckel_levels (N : ℕ) (α β E : ℝ) :
    (E • (1 : Matrix (Fin N) (Fin N) ℝ) - huckel N α β).det = 0 ↔
      ∃ k : ℕ, 1 ≤ k ∧ k ≤ N ∧ E = α + 2 * β * Real.cos (k * Real.pi / (N + 1)) := by
  by_cases hβ : β = 0
  · -- without hopping every site keeps the energy `α`
    subst hβ
    have hm : E • (1 : Matrix (Fin N) (Fin N) ℝ) - huckel N α 0
        = (E - α) • (1 : Matrix (Fin N) (Fin N) ℝ) := by
      rw [huckel, zero_smul, add_zero, sub_smul]
    rw [hm, Matrix.det_smul, Matrix.det_one, mul_one, Fintype.card_fin]
    constructor
    · intro h
      have hN : N ≠ 0 := by
        rintro rfl
        simp at h
      have hE := (pow_eq_zero_iff hN).1 h
      exact ⟨1, le_rfl, Nat.one_le_iff_ne_zero.2 hN, by linarith⟩
    · rintro ⟨k, hk1, hk2, h⟩
      have hE : E - α = 0 := by rw [h]; ring
      rw [hE]
      exact zero_pow (by omega)
  · -- measure the energy from `α` in units of `β`
    have hm : E • (1 : Matrix (Fin N) (Fin N) ℝ) - huckel N α β
        = β • secular N ((E - α) / β) := by
      have hb : β * ((E - α) / β) = E - α := by field_simp
      rw [huckel, secular, smul_sub, smul_smul, hb, sub_smul]
      abel
    have hd : (β • secular N ((E - α) / β)).det = β ^ N * chainPoly N ((E - α) / β) := by
      rw [Matrix.det_smul, Fintype.card_fin, chainPoly]
    rw [hm, hd, mul_eq_zero, or_iff_right (pow_ne_zero N hβ), chainPoly_eq_zero_iff]
    refine exists_congr fun k => and_congr_right fun _ => and_congr_right fun _ => ?_
    rw [div_eq_iff hβ]
    constructor <;> intro h <;> linarith

end

end OpenChainSpectrum
```

```lean
#print axioms OpenChainSpectrum.huckel_levels
-- 'OpenChainSpectrum.huckel_levels' depends on axioms: [propext, Classical.choice, Quot.sound]
```

### What the Lean statements say about the chain

`Fin N` labels the sites $0,\dots,N-1$. The matrix `chain N` is $A_N$: its condition says that one site number is the other plus one, in either order, so for $N\ge3$ there is no bond between the two ends. `secular N x` is $xI-A_N$, and `chainPoly N x` is its determinant, treated as a real-valued function of $x$. `huckel N α β` is $H$.

The recurrence is `chainPoly_add_two`, with starting values in `chainPoly_zero` and `chainPoly_one`. The theorem `chainPoly_two_cos` states the sine identity for every natural number $N$ and every real $\theta$. At $\sin\theta=0$ it reduces to $0=0$ and tells us nothing about $P_N(\pm2)$, and no real $\theta$ gives $|x|>2$. The growth estimate covers both cases.

The final theorem, `huckel_levels`, takes any real $\alpha$, $\beta$ and $E$. It says that $\det(EI-H)=0$ if and only if some natural number $k$ with $1\le k\le N$ gives $E=\alpha+2\beta\cos(k\pi/(N+1))$. Here $\alpha$ stands for the energy of an electron in one site orbital and $\beta$ for the coupling between adjacent orbitals. Neither sign of $\beta$ is preferred; with the usual chemical choice $\beta<0$, the level $k=1$ is the lowest.

The model has non-interacting electrons, orthonormal site orbitals, one on-site energy and one hopping constant. Bond alternation, heteroatoms and longer-range hopping lie beyond it. Within these restrictions, the formula supplies the orbital energies of an equal-bond linear polyene and exact values against which a numerical diagonalisation can be compared.

The theorem describes the set of levels, not their multiplicities or orbitals. For $\beta\neq0$ the $N$ values are distinct, since the cosine is strictly decreasing on $[0,\pi]$, and a determinant of degree $N$ in $E$ then has only simple roots; this short addition is mine and has no theorem in the file.

### The smallest chains, and two limits that matter

For $N=0$ the determinant is 1 and no $k$ satisfies $1\le k\le0$, so both sides of the equivalence are false. For $N=1$ the only choice is $k=1$, and $\cos(\pi/2)=0$ gives $E=\alpha$. For $N=2$ the levels are $\alpha\pm\beta$, the bonding and antibonding energies of ethylene in this model.

The lower limit on $k$ is needed: for one site, $k=0$ would give $x=2$, but $P_1(2)=2$. The growth lemma likewise needs $|x|\ge2$. At $x=1$ the sequence begins $P_0=1$, $P_1=1$, $P_2=0$, so it neither grows nor avoids zero.

### How the proof follows the calculation

**The determinant.** `secular_apply` writes out the matrix entries. In `chainPoly_add_two`, the facts `d`, `e` and `z` describe the first row, while `e'` and `z'` describe the first column below the diagonal. `Matrix.det_succ_row_zero` performs the row expansion. The fact `h0` identifies the first minor with the chain of $N+1$ sites. For the second minor, `h1` uses `Matrix.det_succ_column_zero` to obtain $-P_N$, and `h2` recognises what remains as the chain of $N$ sites. The facts `c0` and `cs` keep track of the column numbers after column 1 has been deleted.

**The sine identity.** `Nat.twoStepInduction` supplies the identity for two consecutive lengths, as the recurrence requires. The proof rewrites the angles as $\varphi-\theta$ and $\varphi+\theta$ and applies the addition formulas. The closing `linear_combination` multiplies the identity for the longer chain by $2\cos\theta$ and subtracts the one for the shorter chain.

**The growth estimate.** `abs_chainPoly_lt_succ` is an ordinary induction. Its fact `h1` is the reverse triangle inequality, `h2` is $2|P_{n+1}|\le|x||P_{n+1}|$, and `linarith` combines them with the induction hypothesis.

**The zeros.** In `chainPoly_eq_zero_iff`, the forward direction first uses the growth estimate to show $|x|<2$. It then takes $\theta=\arccos(x/2)$ and excludes the end values $0$ and $\pi$, where $x$ would be $\pm2$. `Real.sin_eq_zero_iff` provides an integer $n$ with $n\pi=(N+1)\theta$. The facts `hn0` and `hn1` place it strictly between $0$ and $N+1$, after which it can be treated as a natural number. In the reverse direction, the angle $k\pi/(N+1)$ lies strictly between $0$ and $\pi$. Its sine is positive, so the vanishing product in the sine identity forces $P_N=0$.

**The energies.** `huckel_levels` splits on whether $\beta=0$. Without hopping, the determinant is a power of $E-\alpha$, and $k=1$ serves as the witness whenever the chain has a site. With hopping, `hm` factors $\beta$ out of the matrix and `hd` turns this into the factor $\beta^N$ in the determinant. That factor is nonzero, so the theorem on the zeros applies, and the last lines solve $x=(E-\alpha)/\beta$ for $E$.
